# Strict bounds on the error function at positive argument: (2/√π) y exp(−y²) < erf y < (2/√π) y

The theorem `erf_linear_bounds` states that, for every real y > 0, the error function lies strictly between (2/√π) y exp(−y²) and (2/√π) y. Here erf y is 2/√π times the integral of exp(−s²) from 0 to y, which is the probability that a Gaussian variable of mean 0 and variance 1/2 lies within y of zero. The statement is pure analysis and assumes no physical model beyond y > 0. The proof takes the two differences, erf minus the lower bound and the upper bound minus erf, both of which vanish at 0. It shows that each has a positive derivative between 0 and y, so each is positive at y.

Lean 4 with Mathlib refuses this proof:

```lean
import Mathlib

open Real Filter Topology MeasureTheory

namespace KingstonStorageTime

noncomputable section

/-- The error function, defined by its integral. -/
def erf (y : ℝ) : ℝ := 2 / √π * ∫ s in (0 : ℝ)..y, Real.exp (-s ^ 2)

/-- If `a < b`, a function that is differentiable on the whole real line and has positive derivative
between `a` and `b` is larger at `b` than at `a`. -/
lemma lt_of_slope_pos {f f' : ℝ → ℝ} {a b : ℝ} (hab : a < b)
    (hf : ∀ x, HasDerivAt f (f' x) x) (hpos : ∀ x ∈ Set.Ioo a b, 0 < f' x) : f a < f b := by
  have hm : StrictMonoOn f (Set.Icc a b) := by
    apply strictMonoOn_of_deriv_pos (convex_Icc a b)
    · exact fun x _ => (hf x).continuousAt.continuousWithinAt
    · intro x hx
      rw [interior_Icc] at hx
      rw [(hf x).deriv]
      exact hpos x hx
  exact hm (Set.left_mem_Icc.2 hab.le) (Set.right_mem_Icc.2 hab.le) hab

lemma erf_zero : erf 0 = 0 := by simp [erf]

lemma hasDerivAt_erf (x : ℝ) : HasDerivAt erf (2 / √π * Real.exp (-x ^ 2)) x := by
  have hc : Continuous (fun s : ℝ => Real.exp (-s ^ 2)) := by fun_prop
  exact (hc.integral_hasStrictDerivAt 0 x).hasDerivAt.const_mul (2 / √π)

lemma hasDerivAt_gauss (x : ℝ) :
    HasDerivAt (fun s : ℝ => Real.exp (-s ^ 2)) (-2 * x * Real.exp (-x ^ 2)) x :=
  ((hasDerivAt_pow 2 x).fun_neg.exp).congr_deriv (by norm_num; ring)

/-- For positive argument the error function lies between `(2/√π) y exp(-y²)` and `(2/√π) y`. -/
theorem erf_linear_bounds {y : ℝ} (hy : 0 < y) :
    2 / √π * y * Real.exp (-y ^ 2) < erf y ∧ erf y < 2 / √π * y := by
  have hd1 : ∀ x, HasDerivAt (fun s => erf s - 2 / √π * s * Real.exp (-s ^ 2))
      (2 / √π * (2 * x ^ 2) * Real.exp (-x ^ 2)) x := fun x =>
    ((hasDerivAt_erf x).fun_sub (((hasDerivAt_id' x).const_mul (2 / √π)).fun_mul
      (hasDerivAt_gauss x))).congr_deriv (by ring)
  have hd2 : ∀ x, HasDerivAt (fun s => 2 / √π * s - erf s)
      (2 / √π * (1 - Real.exp (-x ^ 2))) x := fun x =>
    (((hasDerivAt_id' x).const_mul (2 / √π)).fun_sub (hasDerivAt_erf x)).congr_deriv (by ring)
  have h1 := lt_of_slope_pos hy hd1 (fun x hx => by have := hx.1; positivity)
  have h2 := lt_of_slope_pos hy hd2 (fun x hx => mul_pos (by positivity)
    (sub_pos.2 (Real.exp_lt_one (neg_neg_of_pos (pow_pos hx.1 2)))))
  simp only [erf_zero, mul_zero, zero_mul, sub_zero] at h1 h2
  exact ⟨by linarith, by linarith⟩

end

end KingstonStorageTime
```

Compiling this gives:

```
Main.lean:47:16: error(lean.unknownIdentifier): Unknown constant `Real.exp_lt_one`
```

Diagnosis. The message says that Lean knows no constant called `Real.exp_lt_one`. The proof calls it in `h2`, where the derivative of (2/√π) s − erf s, namely (2/√π)(1 − exp(−x²)), must be shown positive for x between 0 and y. For the second factor, `sub_pos.2` needs exp(−x²) < 1, and the missing lemma was meant to supply this from −x² < 0.

The repair uses `Real.exp_lt_one_iff`, which says that the exponential of a real number is less than 1 if and only if that number is negative. Since this is an equivalence, `.2` is needed to select the direction from the negative exponent to the bound on the exponential. The proof of −x² < 0, `neg_neg_of_pos (pow_pos hx.1 2)`, was already right and is kept as it was.

As a diff, the version that Lean accepts:

```diff
@@ -45,5 +45,5 @@
   have h1 := lt_of_slope_pos hy hd1 (fun x hx => by have := hx.1; positivity)
   have h2 := lt_of_slope_pos hy hd2 (fun x hx => mul_pos (by positivity)
-    (sub_pos.2 (Real.exp_lt_one (neg_neg_of_pos (pow_pos hx.1 2)))))
+    (sub_pos.2 (Real.exp_lt_one_iff.2 (neg_neg_of_pos (pow_pos hx.1 2)))))
   simp only [erf_zero, mul_zero, zero_mul, sub_zero] at h1 h2
   exact ⟨by linarith, by linarith⟩
```
